# The Derivative of the Harris Energy in a Finite Site Model with Quadratic Interaction

Take two sites and one electron, without spin. The bare Hamiltonian is \(H_0(t)=\mathrm{diag}(-2t,0)\), where \(t\) is a control parameter such as a displacement. The electron also feels a potential equal to an input density \(n(t)=(t,\,1-t)\), which is prescribed and not solved for. The full Hamiltonian is therefore

\[
H(t)=\mathrm{diag}(-2t+t,\;1-t)=\mathrm{diag}(-t,\;1-t).
\]

Its lower level is \(-t\), and the orbital sits on the first site for every \(t\). The Harris energy is the level minus half the interaction of the input density with itself:

\[
E(t)=-t-\tfrac12\bigl(t^2+(1-t)^2\bigr)=-t^2-\tfrac12 ,\qquad E'(s)=-2s .
\]

The expectation value of \(H_0'\) in the occupied orbital is \(-2\), which differs from \(E'(s)\) unless \(s=1\). The difference comes from the density. The orbital produces the output density \((1,0)\), the input is \((s,1-s)\), and the input changes at the rate \(n'=(1,-1)\). Pairing the residual \((1-s,\,s-1)\) with \(n'\) gives \(2-2s\), and \(-2+(2-2s)=-2s\). At \(s=1\) input and output agree, and the correction is zero.

## The residual term for any number of sites

Let \(K\) be a constant real symmetric matrix that turns a density into a potential, and let

\[
H(t)=H_0(t)+\mathrm{diag}(K n(t)).
\]

The columns \(c_a(t)\) of \(C(t)\) are the occupied orbitals, with levels \(L_a(t)\), so that \(H(t)c_a(t)=L_a(t)c_a(t)\). The Harris energy is

\[
E(t)=\sum_a L_a(t)-\tfrac12\langle n(t),K n(t)\rangle .
\]

The subtraction is needed because the sum of levels counts the interaction twice when the density is self-consistent. Write \(\rho_{\rm out}=\mathrm{diag}(CC^{T})\) for the density of the occupied orbitals. Suppose that at the point \(s\) the matrix \(H_0\) is symmetric, \(H_0\) and \(n\) are differentiable, and the orbitals are continuous and orthonormal. The claim is

\[
E'(s)=\mathrm{Tr}(C^{T}H_0'C)+\langle\rho_{\rm out}-n,\;K n'\rangle ,
\]

with everything on the right taken at \(s\). When \(t\) is a nuclear displacement, minus this derivative is the force, apart from the contribution of the repulsion between the nuclei.

**One level.** Since \(H(s)\) is symmetric, \(\langle c_a(s),H(s)c_a(t)\rangle=L_a(s)\langle c_a(s),c_a(t)\rangle\). The eigenvalue equation at \(t\) gives \(\langle c_a(s),H(t)c_a(t)\rangle=L_a(t)\langle c_a(s),c_a(t)\rangle\). Subtracting,

\[
\bigl(L_a(t)-L_a(s)\bigr)\langle c_a(s),c_a(t)\rangle=\langle c_a(s),(H(t)-H(s))c_a(t)\rangle .
\]

Divide by \(t-s\) and let \(t\to s\). The overlap tends to \(1\), so it is nonzero near \(s\) and can be divided out. The result is the Hellmann–Feynman formula \(L_a'=\langle c_a,H'c_a\rangle\), and no derivative of an orbital has been taken.

**The sum over levels.** Here \(H'=H_0'+\mathrm{diag}(Kn')\), so

\[
\sum_a L_a'=\mathrm{Tr}(C^{T}H_0'C)+\sum_i\Bigl(\sum_a C_{ia}^2\Bigr)(Kn')_i
=\mathrm{Tr}(C^{T}H_0'C)+\langle\rho_{\rm out},Kn'\rangle .
\]

**The double-counting term.** The product rule and the symmetry of \(K\) give

\[
\tfrac12\bigl(\langle n',Kn\rangle+\langle n,Kn'\rangle\bigr)=\langle n,Kn'\rangle .
\]

Subtracting this from the sum over levels proves the claim. By symmetry the correction also equals \(\langle n',K(\rho_{\rm out}-n)\rangle\), so it vanishes whenever the residual produces no potential.

## Evaluating the correction in a program

The formula bears on forces in non-self-consistent density-functional calculations, here for an orthogonal finite basis and a fixed quadratic interaction. The sites can be the points of a fixed real-space grid. A typical input density is a superposition of atomic densities that move with the atoms, so \(n'\) is known from the construction. If the sites are the atoms themselves, as in tight binding, \(K\) usually changes with their positions, and terms in \(K'\) have to be added. After one diagonalisation the program forms \(\rho_{\rm out}\), computes the residual potential \(K(\rho_{\rm out}-n)\) once, and takes its scalar product with \(n'\) for each nuclear coordinate. A finite-difference test of such a force must rebuild \(n\) at each displaced geometry by the same rule; with \(n\) frozen it tests a different derivative.

## Densities, energies and symmetric matrix elements in Lean

The finite types `ι` and `κ` label the sites and the occupied orbitals.

```lean
import Mathlib

open Matrix Filter Topology

namespace HarrisForce

variable {ι κ : Type*} [Fintype ι] [Fintype κ]
```

The output density gives each orbital occupation one; for doubly occupied orbitals a factor of two would enter both this density and the sum of levels.

```lean
/-- The output density: the diagonal of `C Cᵀ` for occupied orbitals `C`. -/
def outputDensity (C : Matrix ι κ ℝ) : ι → ℝ := fun i => (C * Cᵀ) i i
```

The energy takes the input density and the levels as separate arguments. The symbol `⬝ᵥ` is the scalar product and `*ᵥ` applies a matrix to a vector. The interaction is purely quadratic, whereas the Harris–Foulkes functional of density-functional theory also contains a nonlinear exchange-correlation energy. The repulsion between nuclei is absent too.

```lean
/-- The Harris energy: the sum of the occupied levels minus the double-counting term. -/
noncomputable def harrisEnergy (K : Matrix ι ι ℝ) (n : ι → ℝ) (L : κ → ℝ) : ℝ :=
  ∑ a, L a - (n ⬝ᵥ K *ᵥ n) / 2
```

The next lemma moves a symmetric matrix from one side of a scalar product to the other. It serves for both the Hamiltonian and \(K\).

```lean
/-- A real symmetric matrix has the same matrix element in either order. -/
theorem dot_mulVec_symm {K : Matrix ι ι ℝ} (hK : K.IsSymm) (u v : ι → ℝ) :
    u ⬝ᵥ K *ᵥ v = v ⬝ᵥ K *ᵥ u := by
  rw [Matrix.dotProduct_mulVec, ← Matrix.mulVec_transpose, hK.eq, dotProduct_comm]
```

## From the level shift to Hellmann–Feynman

The identity for the level shift is pure algebra. `A` and `B` stand for \(H(s)\) and \(H(t)\), and only `A` has to be symmetric.

```lean
/-- The level shift between two Hamiltonians, times the overlap of the eigenvectors, is the
matrix element of the difference of the Hamiltonians. -/
theorem level_shift {A B : Matrix ι ι ℝ} {u v : ι → ℝ} {a b : ℝ} (hA : A.IsSymm)
    (hu : A *ᵥ u = a • u) (hv : B *ᵥ v = b • v) :
    (b - a) * (u ⬝ᵥ v) = u ⬝ᵥ (B - A) *ᵥ v := by
  rw [Matrix.sub_mulVec, dotProduct_sub, dot_mulVec_symm hA u v, hu, hv, dotProduct_smul,
    dotProduct_smul, smul_eq_mul, smul_eq_mul, dotProduct_comm v u]
  ring
```

In the following theorem, `HasDerivAt e x s` says that `e` is differentiable at `s` with derivative `x`. The Hamiltonian is differentiated entry by entry. The eigenvalue equation is assumed for all `t`, but normalisation only at `s`.

The proof follows the limit taken by hand. `hS` is the convergence of the overlap to one, `hnum` is the limit of the right-hand side after division by \(t-s\), and `key` is the divided level-shift identity, with `slope` as the difference quotient. The last lines divide the two limits and use that the overlap is nonzero near `s`.

```lean
/-- Hellmann–Feynman theorem for one level of a real symmetric Hamiltonian, with an
eigenvector that is only assumed continuous at the point considered. -/
theorem hellmann_feynman {H : ℝ → Matrix ι ι ℝ} {H' : Matrix ι ι ℝ} {c : ℝ → ι → ℝ}
    {e : ℝ → ℝ} {s : ℝ} (hsym : (H s).IsSymm)
    (hH : ∀ i j, HasDerivAt (fun t => H t i j) (H' i j) s)
    (hc : ∀ i, ContinuousAt (fun t => c t i) s) (hnorm : c s ⬝ᵥ c s = 1)
    (heig : ∀ t, H t *ᵥ c t = e t • c t) :
    HasDerivAt e (c s ⬝ᵥ H' *ᵥ c s) s := by
  have hci : ∀ i, Tendsto (fun t => c t i) (𝓝[≠] s) (𝓝 (c s i)) :=
    fun i => (hc i).tendsto.mono_left nhdsWithin_le_nhds
  -- the overlap tends to one
  have hS : Tendsto (fun t => c s ⬝ᵥ c t) (𝓝[≠] s) (𝓝 1) := by
    rw [← hnorm]
    simp only [dotProduct]
    exact tendsto_finsetSum _ fun i _ => (hci i).const_mul (c s i)
  have hnum : Tendsto (fun t => ∑ i, c s i * ∑ j, slope (fun u => H u i j) s t * c t j)
      (𝓝[≠] s) (𝓝 (c s ⬝ᵥ H' *ᵥ c s)) := by
    simp only [dotProduct, Matrix.mulVec]
    exact tendsto_finsetSum _ fun i _ => (tendsto_finsetSum _ fun j _ =>
      (hasDerivAt_iff_tendsto_slope.1 (hH i j)).mul (hci j)).const_mul (c s i)
  -- the level shift divided by the step
  have key : ∀ t, slope e s t * (c s ⬝ᵥ c t)
      = ∑ i, c s i * ∑ j, slope (fun u => H u i j) s t * c t j := by
    intro t
    rw [slope_def_field, div_mul_eq_mul_div, level_shift hsym (heig s) (heig t)]
    simp only [dotProduct, Matrix.mulVec, Matrix.sub_apply, slope_def_field,
      Finset.sum_div, Finset.mul_sum]
    refine Finset.sum_congr rfl fun i _ => Finset.sum_congr rfl fun j _ => ?_
    ring
  have hlim := hnum.div hS one_ne_zero
  rw [div_one] at hlim
  rw [hasDerivAt_iff_tendsto_slope]
  refine hlim.congr' ?_
  filter_upwards [hS.eventually_ne one_ne_zero] with t ht
  exact (eq_div_of_mul_eq ht (key t)).symm
```

Continuity is a real condition at a level crossing. Degenerate levels are allowed, but the orbitals chosen at `s` must then be the limits of those nearby.

## Potential response and double counting

Because `K` does not depend on the parameter, the potential changes only through the density. If \(K\) varied with the atomic positions, as a Coulomb interaction between moving sites does, further terms in \(K'\) would appear.

```lean
/-- The derivative of the potential `K n` is `K n'`. -/
theorem hasDerivAt_potential (K : Matrix ι ι ℝ) {n : ℝ → ι → ℝ} {n' : ι → ℝ} {s : ℝ}
    (hn : HasDerivAt n n' s) (i : ι) :
    HasDerivAt (fun t => (K *ᵥ n t) i) ((K *ᵥ n') i) s := by
  have h := HasDerivAt.fun_sum (fun (j : ι) (_ : j ∈ Finset.univ) =>
    (hasDerivAt_pi.1 hn j).const_mul (K i j))
  exact h
```

The double-counting energy is differentiated by the product rule. Since `K` is assumed symmetric, `dot_mulVec_symm` merges the two halves.

```lean
/-- The double-counting energy `⟨n, K n⟩ / 2` has derivative `⟨n, K n'⟩`. -/
theorem hasDerivAt_doubleCounting {K : Matrix ι ι ℝ} (hK : K.IsSymm) {n : ℝ → ι → ℝ}
    {n' : ι → ℝ} {s : ℝ} (hn : HasDerivAt n n' s) :
    HasDerivAt (fun t => (n t ⬝ᵥ K *ᵥ n t) / 2) (n s ⬝ᵥ K *ᵥ n') s := by
  have h1 : HasDerivAt (fun t => n t ⬝ᵥ K *ᵥ n t)
      (n' ⬝ᵥ K *ᵥ n s + n s ⬝ᵥ K *ᵥ n') s := by
    have h0 := HasDerivAt.fun_sum (fun (i : ι) (_ : i ∈ Finset.univ) =>
      (hasDerivAt_pi.1 hn i).fun_mul (hasDerivAt_potential K hn i))
    rw [Finset.sum_add_distrib] at h0
    exact h0
  refine (h1.div_const 2).congr_deriv ?_
  rw [dot_mulVec_symm hK n' (n s)]
  ring
```

The sum over occupied orbitals separates into a trace and a pairing with the output density. The second part of the proof exchanges the sums over sites and orbitals.

```lean
variable [DecidableEq ι]

/-- Summed over the occupied orbitals, a local potential `v` contributes its pairing with
the output density. -/
theorem sum_expectation (A : Matrix ι ι ℝ) (v : ι → ℝ) (C : Matrix ι κ ℝ) :
    ∑ a, (fun i => C i a) ⬝ᵥ (A + diagonal v) *ᵥ (fun i => C i a)
      = (Cᵀ * A * C).trace + outputDensity C ⬝ᵥ v := by
  simp only [Matrix.add_mulVec, dotProduct_add, Finset.sum_add_distrib]
  congr 1
  · rw [Matrix.mul_assoc]
    rfl
  · simp only [outputDensity, dotProduct, Matrix.mulVec_diagonal, Matrix.mul_apply,
      Matrix.transpose_apply, Finset.sum_mul]
    rw [Finset.sum_comm]
    refine Finset.sum_congr rfl fun i _ => Finset.sum_congr rfl fun a _ => ?_
    ring
```

## The physical conditions and the force theorem

`IsHarrisPath` collects the assumptions on the model. The field `eig` is the matrix form of the eigenvalue equation, \(HC=C\,\mathrm{diag}(L)\), for every value of the parameter. The condition `ortho` means that the basis is orthonormal as well, since no overlap matrix occurs; in a nonorthogonal basis, the derivative of the overlap matrix would bring further terms. Nothing requires the chosen levels to be the lowest ones, so "occupied" means only "included in `C`".

```lean
variable [DecidableEq κ]

/-- Orbitals `C` and levels `L` solve the eigenvalue problem of `H0 + diag (K n)` along a path;
at the point `s` the orbitals are continuous and orthonormal; `H0 s` and `K` are symmetric. -/
structure IsHarrisPath (H0 : ℝ → Matrix ι ι ℝ) (K : Matrix ι ι ℝ) (n : ℝ → ι → ℝ)
    (C : ℝ → Matrix ι κ ℝ) (L : ℝ → κ → ℝ) (s : ℝ) : Prop where
  symm_H0 : (H0 s).IsSymm
  symm_K : K.IsSymm
  cont : ∀ i a, ContinuousAt (fun t => C t i a) s
  ortho : (C s)ᵀ * C s = 1
  eig : ∀ t, (H0 t + diagonal (K *ᵥ n t)) * C t = C t * diagonal (L t)
```

The main theorem adds the differentiability of `H0` and `n` at `s`. In its proof, `hlev` applies `hellmann_feynman` to each column of `C`. The four goals that follow supply the symmetry of the full Hamiltonian, its entrywise derivative, the normalisation and the eigenvalue equation of that column. Of the orthonormality condition, only the diagonal entries are used. The levels are then summed, the double-counting derivative is subtracted, and `sum_expectation` puts the result into the stated form.

```lean
variable {H0 : ℝ → Matrix ι ι ℝ} {H0' K : Matrix ι ι ℝ} {n : ℝ → ι → ℝ} {n' : ι → ℝ}
  {C : ℝ → Matrix ι κ ℝ} {L : ℝ → κ → ℝ} {s : ℝ}

/-- Harris force theorem: the derivative of the Harris energy is the trace of `H0'` over the
occupied orbitals plus the pairing of `ρ_out - n` with the potential response `K n'`. -/
theorem harris_force (h : IsHarrisPath H0 K n C L s)
    (hH0 : ∀ i j, HasDerivAt (fun t => H0 t i j) (H0' i j) s) (hn : HasDerivAt n n' s) :
    HasDerivAt (fun t => harrisEnergy K (n t) (L t))
      (((C s)ᵀ * H0' * C s).trace + (outputDensity (C s) - n s) ⬝ᵥ K *ᵥ n') s := by
  -- Hellmann–Feynman for each occupied level
  have hlev : ∀ a, HasDerivAt (fun t => L t a)
      ((fun i => C s i a) ⬝ᵥ (H0' + diagonal (K *ᵥ n')) *ᵥ (fun i => C s i a)) s := by
    intro a
    refine hellmann_feynman (H := fun t => H0 t + diagonal (K *ᵥ n t))
      (c := fun t i => C t i a) ?_ ?_ (fun i => h.cont i a) ?_ ?_
    · exact h.symm_H0.add (Matrix.isSymm_diagonal _)
    · intro i j
      have hd : HasDerivAt (fun t => diagonal (K *ᵥ n t) i j)
          (diagonal (K *ᵥ n') i j) s := by
        by_cases hij : i = j
        · subst hij
          simp only [Matrix.diagonal_apply_eq]
          exact hasDerivAt_potential K hn i
        · simp only [Matrix.diagonal_apply_ne _ hij]
          exact hasDerivAt_const s 0
      exact (hH0 i j).fun_add hd
    · have h1 := congrFun (congrFun h.ortho a) a
      rw [Matrix.one_apply_eq] at h1
      exact h1
    · intro t
      ext i
      have h1 := congrFun (congrFun (h.eig t) i) a
      rw [Matrix.mul_diagonal] at h1
      exact h1.trans (mul_comm _ _)
  have hsum := HasDerivAt.fun_sum (fun (a : κ) (_ : a ∈ Finset.univ) => hlev a)
  refine (hsum.fun_sub (hasDerivAt_doubleCounting h.symm_K hn)).congr_deriv ?_
  rw [sum_expectation, sub_dotProduct]
  ring
```

The self-consistent case assumes \(K(\rho_{\rm out}-n)=0\) at the single point `s`. This is weaker than equality of the two densities when `K` is singular. The proof moves `K` onto the residual by symmetry, and the correction becomes zero.

```lean
/-- If the residual `ρ_out - n` produces no potential, the derivative of the Harris energy is
the trace of `H0'` over the occupied orbitals. -/
theorem harris_force_selfConsistent (h : IsHarrisPath H0 K n C L s)
    (hH0 : ∀ i j, HasDerivAt (fun t => H0 t i j) (H0' i j) s) (hn : HasDerivAt n n' s)
    (hsc : K *ᵥ (outputDensity (C s) - n s) = 0) :
    HasDerivAt (fun t => harrisEnergy K (n t) (L t)) ((C s)ᵀ * H0' * C s).trace s := by
  refine (harris_force h hH0 hn).congr_deriv ?_
  rw [dot_mulVec_symm h.symm_K, hsc, dotProduct_zero, add_zero]
```

## The two-site model as an instance

The opening example is now stated with `K` equal to the identity matrix. The orbital matrix has one column and does not change with the parameter. The conditions hold for every real `s`. The symmetry of `H0`, the orthonormality and the eigenvalue equation are checked entry by entry; the symmetry of the identity matrix and the continuity of a constant are taken from Mathlib. The input \((s,1-s)\) has nonnegative occupations only for \(0\le s\le1\).

```lean
/-- A two-site model with one occupied orbital on the first site meets the conditions of a
Harris path. -/
theorem isHarrisPath_witness (s : ℝ) :
    IsHarrisPath (fun t : ℝ => t • (!![-2, 0; 0, 0] : Matrix (Fin 2) (Fin 2) ℝ)) 1
      (fun t => ![t, 1 - t]) (fun _ => (!![1; 0] : Matrix (Fin 2) (Fin 1) ℝ))
      (fun t _ => -t) s where
  symm_H0 := Matrix.IsSymm.ext fun i j => by
    fin_cases i <;> fin_cases j <;> simp
  symm_K := Matrix.transpose_one
  cont := fun _ _ => continuousAt_const
  ortho := by
    ext i j
    fin_cases i
    fin_cases j
    simp [Matrix.mul_apply, Fin.sum_univ_succ]
  eig := by
    intro t
    ext i j
    fin_cases i <;> fin_cases j <;>
      simp [Matrix.mul_apply, Fin.sum_univ_succ]
    ring
```

The last theorem records the two numbers that were compared at the start. Its derivative is obtained from the explicit energy \(-t^2-\tfrac12\) and not from `harris_force`, so it confirms the size of the correction independently.

```lean
/-- In this two-site model the trace of `H0'` over the occupied orbital is `-2`, while the
derivative of the Harris energy is `-2 s`. -/
theorem two_site_force (s : ℝ) :
    ((!![1; 0] : Matrix (Fin 2) (Fin 1) ℝ)ᵀ * (!![-2, 0; 0, 0] : Matrix (Fin 2) (Fin 2) ℝ) *
      (!![1; 0] : Matrix (Fin 2) (Fin 1) ℝ)).trace = -2 ∧
    HasDerivAt (fun t : ℝ => harrisEnergy (1 : Matrix (Fin 2) (Fin 2) ℝ) ![t, 1 - t]
      (fun _ : Fin 1 => -t)) (-2 * s) s := by
  constructor
  · simp [Matrix.trace, Matrix.mul_apply, Fin.sum_univ_succ]
  · have h : (fun t : ℝ => harrisEnergy (1 : Matrix (Fin 2) (Fin 2) ℝ) ![t, 1 - t]
        (fun _ : Fin 1 => -t)) = fun t => -t ^ 2 - 1 / 2 := by
      funext t
      simp [harrisEnergy, dotProduct, Fin.sum_univ_succ]
      ring
    rw [h]
    exact ((hasDerivAt_pow 2 s).fun_neg.sub_const (1 / 2)).congr_deriv (by norm_num)

end HarrisForce
```

```lean
#print axioms HarrisForce.harris_force_selfConsistent
#print axioms HarrisForce.two_site_force
```

```
'HarrisForce.harris_force_selfConsistent' depends on axioms: [propext, Classical.choice, Quot.sound]
'HarrisForce.two_site_force' depends on axioms: [propext, Classical.choice, Quot.sound]
```
